# The idempotency error after a McWeeny step as a polynomial in the error before it

McWeeny purification takes a Hermitian trial one-particle density matrix, written in an orthonormal spin-orbital basis and with every eigenvalue already close to 0 or 1, and drives it towards idempotency, the property `Y² = Y` of a projector onto occupied orbitals. The theorem `mcweeny_error` says that if `F = 3Y² - 2Y³` is the result of one step and `D = Y² - Y`, then `F - F² = 3D² - 4D³`, so the new error has no term linear in the old one. This identity is stated for any element `Y` of any ring, commutative or not, and so needs no hermiticity, fixed trace or condition on eigenvalues. The attempt proves the identity for polynomials with integer coefficients, where `ring` is available because they commute, and then evaluates both sides at `Y`.

This version doesn't compile in Lean 4 with Mathlib:

```lean
import Mathlib

open Matrix

namespace McweenyError

variable {R : Type*} [Ring R]

/-- One McWeeny purification step, `Y ↦ 3 Y² - 2 Y³`. -/
def mcweeny (Y : R) : R := 3 * Y ^ 2 - 2 * Y ^ 3

/-- For any `Y`, the result `F` of one McWeeny step on `Y` satisfies `F - F² = 3 D² - 4 D³`, where
`D = Y² - Y`. -/
theorem mcweeny_error (Y : R) :
    mcweeny Y - mcweeny Y ^ 2 = 3 * (Y ^ 2 - Y) ^ 2 - 4 * (Y ^ 2 - Y) ^ 3 := by
  -- an identity between integer polynomials, evaluated at `Y`
  have h := congrArg (Polynomial.aeval Y) (show
    ((3 * Polynomial.X ^ 2 - 2 * Polynomial.X ^ 3)
      - (3 * Polynomial.X ^ 2 - 2 * Polynomial.X ^ 3) ^ 2 : Polynomial ℤ)
    = 3 * (Polynomial.X ^ 2 - Polynomial.X) ^ 2
      - 4 * (Polynomial.X ^ 2 - Polynomial.X) ^ 3 by ring)
  simpa only [map_sub, map_mul, map_pow, map_ofNat, Polynomial.aeval_X] using h

end McweenyError
```

Compiling this gives:

```
Main.lean:22:2: error: Type mismatch: After simplification, term
  h
 has type
  @Eq R (3 * Y ^ 2 - 2 * Y ^ 3 - (3 * Y ^ 2 - 2 * Y ^ 3) ^ 2) (3 * (Y ^ 2 - Y) ^ 2 - 4 * (Y ^ 2 - Y) ^ 3)
but is expected to have type
  @Eq R (mcweeny Y - mcweeny Y ^ 2) (3 * (Y ^ 2 - Y) ^ 2 - 4 * (Y ^ 2 - Y) ^ 3)
```

Cause. The error comes from the last line, where `simpa only` simplifies both `h` and the goal and then tries to match them. The evaluation itself has worked: the message shows `h` as an equation in `R` about `Y`, with the right-hand side the goal asks for. The left-hand sides differ in form. In `h` the purification step is written out as `3 * Y ^ 2 - 2 * Y ^ 3`, while the goal still says `mcweeny Y`.

The two are equal by definition, but `simp only` unfolds a definition such as `mcweeny` only when told to, and it was not in the list. The final comparison does not unfold an ordinary `def` either, hence the type mismatch.

The repair adds `mcweeny` to the list. The simplifier then replaces both occurrences of `mcweeny Y` in the goal by the polynomial, and `h` fits.

The mended proof, as a diff:

```diff
@@ -20,5 +20,5 @@
     = 3 * (Polynomial.X ^ 2 - Polynomial.X) ^ 2
       - 4 * (Polynomial.X ^ 2 - Polynomial.X) ^ 3 by ring)
-  simpa only [map_sub, map_mul, map_pow, map_ofNat, Polynomial.aeval_X] using h
+  simpa only [mcweeny, map_sub, map_mul, map_pow, map_ofNat, Polynomial.aeval_X] using h
 
 end McweenyError
```
